# Resonant dipole coupling of identical S and P atoms: energies ±2c and ±c

Potential curves computed for an excited dimer stop at some finite separation, and a long-range tail can be attached to each of them to continue it outwards. For two identical atoms, one in an S state and one in a P state, with a nonzero transition dipole between the two states, the leading tail falls off as \(R^{-3}\), and its coefficient can differ from curve to curve in sign and in size. These coefficients come from diagonalising a six-dimensional matrix, and the result below gives its eigenvalues in closed form, for non-overlapping atoms without fine structure or retardation.

## Six degenerate states and the matrix that couples them

Let \(R\) be the distance between the atoms and \(n\in\mathbb R^3\) the unit vector along the line joining them. The excitation can sit on either atom, and the P state has three real Cartesian polarisations, so there are six product states of equal energy. A general state is a pair \((u,w)\): \(u\) holds the polarisation amplitudes with the first atom excited, \(w\) those with the second excited.

The dipole-dipole interaction, in atomic units, is
\[
V=\frac{d_1\cdot d_2-3(n\cdot d_1)(n\cdot d_2)}{R^3},
\]
where \(d_1\) and \(d_2\) are the dipole operators of the two atoms. If the excitation stays where it is, the matrix element of \(V\) contains the expectation value of a dipole in an S state, which vanishes by parity. If the excitation changes atoms, each atom contributes one transition dipole. With \(\mu\) the real S–P transition dipole along one Cartesian axis, the coupling of polarisations \(i\) and \(j\) is
\[
T_{ij}=c\,(\delta_{ij}-3n_in_j),\qquad c=\frac{\mu^2}{R^3}.
\]
With the energy of the separated atoms as zero, the coupling matrix is therefore
\[
H=\begin{pmatrix}0&T\\T&0\end{pmatrix},\qquad T=c\,(I-3nn^{\mathsf T}).
\]

The claim is that, for \(s=1\) or \(s=-1\), \((n,sn)\) is an eigenvector with energy \(-2sc\), and \((v,sv)\) is one with energy \(sc\) for every nonzero \(v\) orthogonal to \(n\). The characteristic polynomial is \((x^2-4c^2)(x^2-c^2)^2\).

## Polarisation and exchange sign fix the energy

The matrix \(T\) acts on a polarisation \(v\) as
\[
Tv=c\,\bigl(v-3(n\cdot v)\,n\bigr).
\]
For \(v=n\), with \(n\cdot n=1\), this gives \(Tn=c(n-3n)=-2c\,n\). For \(v\) orthogonal to \(n\) it gives \(Tv=c\,v\).

Now let \(Tv=tv\) for some number \(t\), and take \(s=\pm1\). Since \(s^2=1\),
\[
H\begin{pmatrix}v\\sv\end{pmatrix}
=\begin{pmatrix}sTv\\Tv\end{pmatrix}
=\begin{pmatrix}st\,v\\t\,v\end{pmatrix}
=st\begin{pmatrix}v\\sv\end{pmatrix}.
\]
Inserting \(t=-2c\) and \(t=c\) gives the stated energies. The vectors are not normalised: \((n,sn)\) has length \(\sqrt2\), so the normalised longitudinal state is \((n,sn)/\sqrt2\), and a transverse state built from a unit vector \(v\) needs the same factor.

## The secular determinant factors by exchange symmetry

For 3×3 matrices \(A\) and \(B\), add the second block row of \(\begin{pmatrix}A&B\\B&A\end{pmatrix}\) to the first, then subtract the first block column from the second:
\[
\begin{pmatrix}A&B\\B&A\end{pmatrix}
\to\begin{pmatrix}A+B&A+B\\B&A\end{pmatrix}
\to\begin{pmatrix}A+B&0\\B&A-B\end{pmatrix}.
\]
Neither operation changes the determinant, so it equals \(\det(A+B)\det(A-B)\). With \(A=EI\) and \(B=-T\),
\[
\det(E-H)=\det(EI-T)\,\det(EI+T).
\]

For the first factor, write \(EI-T=aI+b\,nn^{\mathsf T}\) with \(a=E-c\) and \(b=3c\). Expanding in powers of \(b\), the linear term is \(a^2b\,(n\cdot n)\). The quadratic term contains the principal 2×2 minors of \(nn^{\mathsf T}\), which are \(n_i^2n_j^2-(n_in_j)^2=0\), and the cubic term contains \(\det(nn^{\mathsf T})=0\). Hence
\[
\det(EI-T)=a^3+a^2b=(E-c)^2(E+2c).
\]
Replacing \(c\) by \(-c\) turns \(T\) into \(-T\), so \(\det(EI+T)=(E+c)^2(E-2c)\). The product is
\[
\det(E-H)=(E^2-4c^2)(E^2-c^2)^2.
\]
Its roots are \(\pm2c\) and \(\pm c\). For \(c\neq0\) the first two are simple and the last two are double; for \(c=0\) all six energies are zero.

## The coupling as a real block matrix in Lean

```lean
import Mathlib

open Matrix Polynomial

namespace ResonantSPCoupling

noncomputable section
```

The dipole tensor is a real 3×3 matrix. The term `vecMulVec n n` is the outer product \(nn^{\mathsf T}\).

```lean
/-- The dipole-dipole tensor `c (1 - 3 n nᵀ)` for an interatomic axis `n` and strength `c`. -/
def dipoleTensor (c : ℝ) (n : Fin 3 → ℝ) : Matrix (Fin 3) (Fin 3) ℝ :=
  c • (1 - (3 : ℝ) • vecMulVec n n)
```

The strength `c` is an arbitrary real number here. It stands for \(\mu^2/R^3\), but neither that expression nor the form of the tensor is derived from the Coulomb interaction. The axis `n` is an arbitrary vector at this stage; the theorems that need unit length assume `n ⬝ᵥ n = 1`, which says that `n` carries only the direction of the axis and that the distance has gone into `c`.

```lean
/-- The resonant coupling of an S atom and a P atom: the dipole tensor moves the excitation
from one atom to the other. -/
def exchangeHamiltonian (c : ℝ) (n : Fin 3 → ℝ) :
    Matrix (Fin 3 ⊕ Fin 3) (Fin 3 ⊕ Fin 3) ℝ :=
  fromBlocks 0 (dipoleTensor c n) (dipoleTensor c n) 0
```

The index type `Fin 3 ⊕ Fin 3` is the list of six product states: the left copy of `Fin 3` labels the polarisations with the first atom excited, the right copy those with the second excited. The zero diagonal blocks set the energy of the separated atoms to zero and leave out every shift that acts while the excitation stays put. States outside these six, electron spin, fine structure, overlap of the charge clouds and retardation are absent from the model.

```lean
/-- The pair state with polarisation `v` on the first atom and `s v` on the second. -/
def pairState (s : ℝ) (v : Fin 3 → ℝ) : Fin 3 ⊕ Fin 3 → ℝ :=
  Sum.elim v (s • v)
```

This is the vector \((v,sv)\), without normalisation. The definition accepts any real `s`; the restriction to an exchange sign comes in with the theorems.

```lean
/-- A nonzero vector `x` that solves the eigenvalue equation of the coupling with energy `E`. -/
def IsEigenstate (c : ℝ) (n : Fin 3 → ℝ) (E : ℝ) (x : Fin 3 ⊕ Fin 3 → ℝ) : Prop :=
  x ≠ 0 ∧ exchangeHamiltonian c n *ᵥ x = E • x
```

An eigenstate has to be nonzero, as otherwise every number would count as an energy.

## Longitudinal and transverse pair states

The first lemma is the formula for \(Tv\), and it holds for any `n`, of unit length or not. The proof checks the three components one at a time, writing out the sums over `Fin 3` and leaving the algebra to `ring`.

```lean
/-- The dipole tensor acts on a polarisation `v` as `c (v - 3 (n · v) n)`. -/
theorem dipoleTensor_mulVec (c : ℝ) (n v : Fin 3 → ℝ) :
    dipoleTensor c n *ᵥ v = c • (v - (3 * (n ⬝ᵥ v)) • n) := by
  ext i
  fin_cases i <;>
    simp [-mul_eq_mul_left_iff, -mul_eq_mul_right_iff, dipoleTensor, mulVec, dotProduct,
      Fin.sum_univ_three, vecMulVec_apply, Matrix.one_apply] <;> ring
```

The next lemma takes an eigenvector of \(T\) to an eigenvector of \(H\).

```lean
/-- A polarisation that is an eigenvector of the dipole tensor with eigenvalue `t` gives pair
states of exchange sign `s = 1` and `s = -1` with energy `s t`. -/
theorem pairState_isEigenstate {c t s : ℝ} {n v : Fin 3 → ℝ} (hs : s = 1 ∨ s = -1)
    (hv : v ≠ 0) (h : dipoleTensor c n *ᵥ v = t • v) :
    IsEigenstate c n (s * t) (pairState s v) := by
  constructor
  · intro h0
    apply hv
    ext i
    simpa [pairState] using congrFun h0 (Sum.inl i)
  · -- each block receives the polarisation of the other atom
    rcases hs with rfl | rfl <;> ext i <;> rcases i with i | i <;>
      simp [exchangeHamiltonian, pairState, fromBlocks_mulVec, Matrix.mulVec_neg, h]
```

That the pair state is nonzero follows from its first block, which is `v` itself. For the eigenvalue equation the proof treats \(s=1\) and \(s=-1\) separately and compares the two blocks, which is the displayed computation of \(H(v,sv)\) with the sign inserted in place of the identity \(s^2=1\).

The first half of the claim now follows.

```lean
/-- For a unit axis `n` and exchange sign `s`, the longitudinal pair state `(n, s n)` has energy `-2
s c`, and every nonzero transverse pair state `(v, s v)` has energy `s c`. -/
theorem resonant_eigenstates {c s : ℝ} {n : Fin 3 → ℝ} (hn : n ⬝ᵥ n = 1)
    (hs : s = 1 ∨ s = -1) :
    IsEigenstate c n (-2 * s * c) (pairState s n) ∧
      ∀ v : Fin 3 → ℝ, v ≠ 0 → n ⬝ᵥ v = 0 →
        IsEigenstate c n (s * c) (pairState s v) := by
  constructor
  · have hn0 : n ≠ 0 := by
      rintro rfl
      simp at hn
    have h : dipoleTensor c n *ᵥ n = (-2 * c) • n := by
      rw [dipoleTensor_mulVec, hn]
      module
    have h2 := pairState_isEigenstate hs hn0 h
    rwa [show s * (-2 * c) = -2 * s * c by ring] at h2
  · intro v hv hnv
    apply pairState_isEigenstate hs hv
    rw [dipoleTensor_mulVec, hnv]
    module
```

In the longitudinal case the unit length is used twice: it shows that `n` is nonzero, and it reduces \(c(n-3(n\cdot n)n)\) to \(-2c\,n\). In the transverse case the hypothesis `n ⬝ᵥ v = 0` removes the second term of \(Tv\). The tactic `module` does the remaining vector algebra.

## From block operations to the secular determinant

The row and column operations become multiplication by triangular block matrices, from the left for rows and from the right for columns.

```lean
/-- The determinant of a coupling symmetric under exchange of two sites factors into a
symmetric and an antisymmetric part. -/
theorem det_exchange_symmetric (A B : Matrix (Fin 3) (Fin 3) ℝ) :
    (fromBlocks A B B A).det = (A + B).det * (A - B).det := by
  -- add the second block row to the first, then subtract the first block column
  have h : fromBlocks 1 1 0 1 * fromBlocks A B B A * fromBlocks 1 (-1) 0 1
      = fromBlocks (A + B) 0 B (A - B) := by
    rw [fromBlocks_multiply, fromBlocks_multiply]
    congr 1 <;> noncomm_ring
  have h2 := congrArg Matrix.det h
  rw [det_mul, det_mul, det_fromBlocks_zero₂₁, det_fromBlocks_zero₂₁,
    det_fromBlocks_zero₁₂] at h2
  simpa only [det_one, one_mul, mul_one] using h2
```

Both triangular factors have determinant 1, so taking determinants in `h` gives the factorisation. The matrices `A` and `B` need not commute, and the tactic `noncomm_ring` respects the order of products.

```lean
/-- The secular determinant of the dipole tensor for a unit axis. -/
theorem det_sub_dipoleTensor (c E : ℝ) {n : Fin 3 → ℝ} (hn : n ⬝ᵥ n = 1) :
    (E • (1 : Matrix (Fin 3) (Fin 3) ℝ) - dipoleTensor c n).det
      = (E + 2 * c) * (E - c) ^ 2 := by
  have entries : ∀ i j, (E • (1 : Matrix (Fin 3) (Fin 3) ℝ) - dipoleTensor c n) i j
      = E * (if i = j then 1 else 0)
        - c * ((if i = j then 1 else 0) - 3 * (n i * n j)) := by
    intro i j
    simp only [dipoleTensor, Matrix.sub_apply, Matrix.smul_apply, Matrix.one_apply,
      vecMulVec_apply, smul_eq_mul]
  simp only [dotProduct, Fin.sum_univ_three] at hn
  rw [det_fin_three]
  simp only [entries, Fin.reduceEq, reduceIte]
  linear_combination 3 * c * (E - c) ^ 2 * hn
```

Here `entries` writes each matrix element of \(EI-T\) explicitly, and `det_fin_three` expands the determinant. The expansion equals \((E-c)^3+3c(E-c)^2(n\cdot n)\), as in the derivation above. The last line therefore multiplies the equation \(n\cdot n=1\) by \(3c(E-c)^2\) to reach the stated product.

```lean
/-- The secular determinant of the resonant S+P coupling for a unit axis. -/
theorem secular_determinant (c E : ℝ) {n : Fin 3 → ℝ} (hn : n ⬝ᵥ n = 1) :
    (E • (1 : Matrix (Fin 3 ⊕ Fin 3) (Fin 3 ⊕ Fin 3) ℝ) - exchangeHamiltonian c n).det
      = (E ^ 2 - 4 * c ^ 2) * (E ^ 2 - c ^ 2) ^ 2 := by
  have hb : E • (1 : Matrix (Fin 3 ⊕ Fin 3) (Fin 3 ⊕ Fin 3) ℝ) - exchangeHamiltonian c n
      = fromBlocks (E • 1) (-dipoleTensor c n) (-dipoleTensor c n) (E • 1) := by
    ext i j
    rcases i with i | i <;> rcases j with j | j <;>
      simp [exchangeHamiltonian, Matrix.one_apply]
  -- the antisymmetric part is the symmetric one with the sign of `c` reversed
  have hneg : -dipoleTensor c n = dipoleTensor (-c) n := by
    simp only [dipoleTensor, neg_smul]
  rw [hb, det_exchange_symmetric, ← sub_eq_add_neg, det_sub_dipoleTensor c E hn, hneg,
    det_sub_dipoleTensor (-c) E hn]
  ring
```

The step `hb` writes \(E-H\) in block form, with \(E\) times the identity on the diagonal and \(-T\) off it. The exchange factorisation then applies, and `hneg` identifies \(-T\) with the dipole tensor of strength \(-c\), so that the preceding lemma evaluates both factors.

## The characteristic polynomial and the list of energies

The secular determinant is a statement about each real number \(E\), whereas the characteristic polynomial is an object in the polynomial ring, with `X` as the variable and `C` marking constants.

```lean
/-- The characteristic polynomial of the resonant S+P coupling is
`(X² - 4c²) (X² - c²)²`. -/
theorem exchangeHamiltonian_charpoly (c : ℝ) {n : Fin 3 → ℝ} (hn : n ⬝ᵥ n = 1) :
    (exchangeHamiltonian c n).charpoly
      = (X ^ 2 - C (4 * c ^ 2)) * (X ^ 2 - C (c ^ 2)) ^ 2 := by
  -- two real polynomials agree when all their values agree
  apply Polynomial.funext
  intro E
  have hE : Matrix.scalar (Fin 3 ⊕ Fin 3) E = E • 1 := by
    ext i j
    simp [Matrix.scalar_apply, Matrix.diagonal_apply, Matrix.one_apply]
  rw [Matrix.eval_charpoly, hE, secular_determinant c E hn]
  simp only [eval_mul, eval_pow, eval_sub, eval_X, eval_C]
```

Two real polynomials with equal values everywhere are equal, which is what `Polynomial.funext` provides. The value of the characteristic polynomial at \(E\) is \(\det(E-H)\), already known.

```lean
/-- For a unit axis, the energies of the resonant S+P coupling are exactly
`2c`, `-2c`, `c` and `-c`. -/
theorem energy_iff (c E : ℝ) {n : Fin 3 → ℝ} (hn : n ⬝ᵥ n = 1) :
    (∃ x, IsEigenstate c n E x) ↔ E = 2 * c ∨ E = -2 * c ∨ E = c ∨ E = -c := by
  have hx : ∀ x, (E • (1 : Matrix (Fin 3 ⊕ Fin 3) (Fin 3 ⊕ Fin 3) ℝ)
      - exchangeHamiltonian c n) *ᵥ x = 0 ↔ exchangeHamiltonian c n *ᵥ x = E • x := by
    intro x
    rw [Matrix.sub_mulVec, Matrix.smul_mulVec, Matrix.one_mulVec, sub_eq_zero]
    exact ⟨Eq.symm, Eq.symm⟩
  have key := Matrix.exists_mulVec_eq_zero_iff
    (M := E • (1 : Matrix (Fin 3 ⊕ Fin 3) (Fin 3 ⊕ Fin 3) ℝ) - exchangeHamiltonian c n)
  simp only [hx] at key
  rw [secular_determinant c E hn] at key
  refine Iff.trans key ⟨fun h => ?_, ?_⟩
  · rcases mul_eq_zero.mp h with h | h
    · have h2 : (E - 2 * c) * (E + 2 * c) = 0 := by linear_combination h
      rcases mul_eq_zero.mp h2 with h3 | h3
      · exact Or.inl (by linarith)
      · exact Or.inr (Or.inl (by linarith))
    · have h1 : E ^ 2 - c ^ 2 = 0 := pow_eq_zero_iff (two_ne_zero) |>.mp h
      have h2 : (E - c) * (E + c) = 0 := by linear_combination h1
      rcases mul_eq_zero.mp h2 with h3 | h3
      · exact Or.inr (Or.inr (Or.inl (by linarith)))
      · exact Or.inr (Or.inr (Or.inr (by linarith)))
  · rintro (h | h | h | h) <;> rw [h] <;> ring

end

end ResonantSPCoupling
```

This theorem says that a real number \(E\) is the energy of some eigenstate precisely when it is one of the four listed values. A nonzero vector annihilated by \(E-H\) exists exactly when the determinant vanishes. The forward direction then splits the product into linear factors, and the reverse direction substitutes each value. The theorem lists values only; the multiplicities are read from the exponents in the characteristic polynomial.

```lean
#print axioms ResonantSPCoupling.resonant_eigenstates
#print axioms ResonantSPCoupling.exchangeHamiltonian_charpoly
#print axioms ResonantSPCoupling.energy_iff
```

```
'ResonantSPCoupling.resonant_eigenstates' depends on axioms: [propext, Classical.choice, Quot.sound]
'ResonantSPCoupling.exchangeHamiltonian_charpoly' depends on axioms: [propext, Classical.choice, Quot.sound]
'ResonantSPCoupling.energy_iff' depends on axioms: [propext, Classical.choice, Quot.sound]
```

## Diagonalising the 6×6 matrix numerically

In a program one forms `T` from the axis, places it in the two off-diagonal blocks and calls a symmetric eigensolver. For \(c>0\) the sorted output should be
\[
-2c,\;-c,\;-c,\;c,\;c,\;2c
\]
for every direction of \(n\). A tilted axis such as \(n=(1,2,2)/3\) tests more than the \(z\) axis does, because it makes the off-diagonal elements of \(T\) nonzero. An axis that was not normalised shows up in the trace of \(T\), which is \(3c(1-n\cdot n)\) and should vanish.

The eigenvectors need more care than the eigenvalues. Each of the energies \(\pm c\) has a two-dimensional eigenspace, in which the solver may return any orthonormal basis. To follow individual transverse states along a scan of geometries, one can choose two orthonormal directions perpendicular to \(n\), varying them continuously if the axis turns, and build the states \((v,sv)\) from them.

For the tails of the potential curves, \(c=\mu^2/R^3\) gives \(R^{-3}\) coefficients \(\mp2\mu^2\) for the longitudinal states and \(\pm\mu^2\) for the transverse ones, with the upper sign for \(s=1\). One transition dipole thus fixes all of them within this model.

## Adding a shift that stays on the excited atom

The same argument covers a coupling with equal diagonal blocks \(A=\alpha I+\beta\,nn^{\mathsf T}\), where \(\alpha\) and \(\beta\) are real. Such a block can represent a second-order dispersion shift that depends on whether the P orbital points along the axis. The vectors \((n,sn)\) and \((v,sv)\) remain eigenvectors, because \(An=(\alpha+\beta)n\) and \(Av=\alpha v\) for \(v\) orthogonal to \(n\). Their energies become \(\alpha+\beta-2sc\) and \(\alpha+sc\). This extension rests on the short computation just given and is not among the theorems of the file.
